# Averaging a stress matrix over all signed permutations leaves $(\operatorname{tr} S/d)\,I$

In molecular dynamics, the isotropic Berendsen barostat compares one number, a third of the trace of the instantaneous $3\times3$ pressure tensor, with the target pressure and rescales the cell equally along all axes. That number times the identity is what remains when the tensor is averaged over the symmetry operations of a cube. The same holds in $d$ dimensions: for every real $d\times d$ matrix $S$, symmetric or not,

$$\frac{1}{2^d\,d!}\sum_Q Q S Q^T=\frac{\operatorname{tr}S}{d}\,I ,$$

where $Q$ runs over the signed permutation matrices. If $S$ is the pressure tensor, $\operatorname{tr}S/d$ is the pressure; if $S$ is a stress counted positive in tension, the pressure is $-\operatorname{tr}S/d$.

## Shear cancels by signs, normal stresses equalise by permutations

A permutation $\sigma$ of the axes and signs $\varepsilon_i=\pm1$ determine $Q_{ik}=\varepsilon_i\,\delta_{\sigma(i)k}$. The position and value of the non-zero entry in each row recover $\sigma$ and $\varepsilon$, so there are exactly $2^d d!$ such matrices. The rotated stress is

$$(QSQ^T)_{ij}=\sum_{k,l}Q_{ik}S_{kl}Q_{jl}=\varepsilon_i\varepsilon_j\,S_{\sigma(i)\sigma(j)} .$$

For $i\ne j$, fix $\sigma$ and reverse $\varepsilon_i$. This pairs each choice of signs with one that contributes the opposite term, so the sum over $\varepsilon$ vanishes.

For $i=j$, $\varepsilon_i^2=1$, and the sum over signs gives a factor $2^d$. What remains is $A_i=\sum_\sigma S_{\sigma(i)\sigma(i)}$. Replacing $\sigma$ by $\sigma$ composed with the swap of $i$ and $k$ only reorders the sum, so $A_i=A_k$. Hence

$$d\,A_i=\sum_k A_k=\sum_\sigma\sum_k S_{\sigma(k)\sigma(k)}=d!\,\operatorname{tr}S .$$

Each diagonal entry of the average is therefore $2^d A_i/(2^d d!)=\operatorname{tr}S/d$.

In the smallest physical case, $d=1$, the operations are $Q=\pm1$. Both leave the single component $s$ unchanged, and the average is $s$.

## The symmetry operations as a finite set of matrices

In Lean 4 with Mathlib:

```lean
import Mathlib

open Matrix

namespace IsotropicStressAveraging

noncomputable section
```

Axes are elements of `Fin d`, and signs are elements of `ℤˣ`, the integers $\pm1$. The pair `g` holds $\sigma$ as `g.1` and $\varepsilon$ as `g.2`.

```lean
/-- The signed permutation matrix of a permutation and a choice of signs: row `i` has its only
non-zero entry, the sign of `i`, in the column to which the permutation sends `i`. -/
def signedPerm {d : ℕ} (g : Equiv.Perm (Fin d) × (Fin d → ℤˣ)) :
    Matrix (Fin d) (Fin d) ℝ :=
  Matrix.of fun i j => if g.1 i = j then ((g.2 i : ℤ) : ℝ) else 0
```

Injectivity is proved by comparing two equal matrices at the non-zero entry of each row.

```lean
/-- Different permutations or different signs give different matrices. -/
theorem signedPerm_injective (d : ℕ) : Function.Injective (signedPerm (d := d)) := by
  intro g h hgh
  have key : ∀ i, h.1 i = g.1 i ∧ g.2 i = h.2 i := by
    intro i
    -- compare the two matrices at the non-zero entry of row i
    have e := congrArg (fun M : Matrix (Fin d) (Fin d) ℝ => M i (g.1 i)) hgh
    simp only [signedPerm, Matrix.of_apply, eq_self, if_true] at e
    by_cases hc : h.1 i = g.1 i
    · rw [if_pos hc] at e
      exact ⟨hc, Units.ext (by exact_mod_cast e)⟩
    · rw [if_neg hc] at e
      have h0 : (g.2 i : ℤ) = 0 := by exact_mod_cast e
      exact absurd h0 (g.2 i).ne_zero
  exact Prod.ext (Equiv.ext fun i => (key i).1.symm) (funext fun i => (key i).2)
```

The operations can then be collected in a set without any being counted twice. The set includes reflections as well as proper rotations.

```lean
/-- The hypercubic symmetry operations in `d` dimensions: the set of all signed permutation
matrices. -/
def hypercubicOps (d : ℕ) : Finset (Matrix (Fin d) (Fin d) ℝ) :=
  Finset.univ.map ⟨signedPerm, signedPerm_injective d⟩
```

The averaged stress is the sum over this set divided by its number of elements. It is an average over a finite group, not over time or an ensemble, and $S$ is any given real matrix; its calculation from positions, velocities and forces is not modelled.

```lean
/-- The average of the rotated stress `Q S Qᵀ` over all hypercubic symmetry operations `Q`. -/
def averagedStress {d : ℕ} (S : Matrix (Fin d) (Fin d) ℝ) : Matrix (Fin d) (Fin d) ℝ :=
  ((hypercubicOps d).card : ℝ)⁻¹ • ∑ Q ∈ hypercubicOps d, Q * S * Qᵀ

/-- There are `2^d d!` hypercubic symmetry operations in `d` dimensions. -/
theorem card_hypercubicOps (d : ℕ) : (hypercubicOps d).card = 2 ^ d * d.factorial := by
  have h2 : Fintype.card ℤˣ = 2 := rfl
  simp [hypercubicOps, Fintype.card_perm, h2, mul_comm]
```

## Components of the rotated stress

The next lemma is the formula $\varepsilon_i\varepsilon_j S_{\sigma(i)\sigma(j)}$. The Kronecker deltas collapse both matrix products.

```lean
/-- A signed permutation permutes the stress components and multiplies each by the signs of its
two axes. -/
theorem rotated_stress_apply {d : ℕ} (g : Equiv.Perm (Fin d) × (Fin d → ℤˣ))
    (S : Matrix (Fin d) (Fin d) ℝ) (i j : Fin d) :
    (signedPerm g * S * (signedPerm g)ᵀ) i j =
      ((g.2 i : ℤ) : ℝ) * ((g.2 j : ℤ) : ℝ) * S (g.1 i) (g.1 j) := by
  simp only [signedPerm, Matrix.mul_apply, Matrix.transpose_apply, Matrix.of_apply, ite_mul,
    mul_ite, zero_mul, mul_zero, Finset.sum_ite_eq, Finset.mem_univ, if_true]
  ring
```

Setting $S=I$ gives $\varepsilon_i\varepsilon_j\,\delta_{\sigma(i)\sigma(j)}=\delta_{ij}$, so every $Q$ is orthogonal.

```lean
/-- Every signed permutation matrix is orthogonal. -/
theorem signedPerm_orthogonal {d : ℕ} (g : Equiv.Perm (Fin d) × (Fin d → ℤˣ)) :
    signedPerm g * (signedPerm g)ᵀ = 1 := by
  ext i j
  have h := rotated_stress_apply g 1 i j
  rw [mul_one] at h
  rw [h]
  by_cases hij : i = j
  · subst hij
    rcases Int.units_eq_one_or (g.2 i) with hs | hs <;> simp [hs]
  · simp [hij]
```

## The two sums

Multiplication by `Pi.mulSingle i (-1)` reverses axis $i$ alone. For $i\ne j$ this changes the sign of every product $\varepsilon_i\varepsilon_j$, so their sum over all choices of signs equals its own negative and is zero.

```lean
/-- For two different axes, the product of their signs sums to zero over all choices of signs. -/
theorem sum_signs_eq_zero {d : ℕ} {i j : Fin d} (hij : i ≠ j) :
    ∑ ε : Fin d → ℤˣ, ((ε i : ℤ) : ℝ) * ((ε j : ℤ) : ℝ) = 0 := by
  -- reversing axis i changes the sign of every term
  have h : ∑ ε : Fin d → ℤˣ, ((ε i : ℤ) : ℝ) * ((ε j : ℤ) : ℝ) =
      ∑ ε : Fin d → ℤˣ, -(((ε i : ℤ) : ℝ) * ((ε j : ℤ) : ℝ)) := by
    refine Fintype.sum_equiv
      (Equiv.mulRight (Pi.mulSingle i (-1) : Fin d → ℤˣ)) _ _ fun ε => ?_
    simp [Pi.mulSingle_eq_of_ne hij.symm]
  rw [Finset.sum_neg_distrib] at h
  linarith
```

For the permutations, `Equiv.swap i k` supplies the reordering that gives $A_i=A_k$, here for a general function $f$ of the axis.

```lean
/-- Summed over all permutations of the axes, a quantity attached to the image of one fixed axis
gives `d!/d` times its total over all axes. -/
theorem sum_perms {d : ℕ} (f : Fin d → ℝ) (i : Fin d) :
    (d : ℝ) * ∑ σ : Equiv.Perm (Fin d), f (σ i) = (d.factorial : ℝ) * ∑ k, f k := by
  -- the sum is the same for every starting axis
  have h : ∀ k, ∑ σ : Equiv.Perm (Fin d), f (σ k) = ∑ σ : Equiv.Perm (Fin d), f (σ i) :=
    fun k => Fintype.sum_equiv (Equiv.mulRight (Equiv.swap i k)) _ _ fun σ => by simp
  have hk := Finset.sum_congr (rfl : (Finset.univ : Finset (Fin d)) = Finset.univ)
    (fun k _ => h k)
  calc (d : ℝ) * ∑ σ : Equiv.Perm (Fin d), f (σ i)
      = ∑ k : Fin d, ∑ σ : Equiv.Perm (Fin d), f (σ k) := by rw [hk]; simp
    _ = ∑ σ : Equiv.Perm (Fin d), ∑ k : Fin d, f (σ k) := Finset.sum_comm
    _ = ∑ _σ : Equiv.Perm (Fin d), ∑ k : Fin d, f k :=
        Finset.sum_congr rfl fun σ _ => Equiv.sum_comp σ f
    _ = (d.factorial : ℝ) * ∑ k, f k := by simp [Fintype.card_perm]
```

## The average and the invariant stresses

The theorem compares entries. `hsum` turns the sum over matrices into a double sum over $\sigma$ and $\varepsilon$, and the proof splits into normal and shear components as above. No assumption $d\ge1$ is needed: an index $i$ exists only if $d>0$, and for $d=0$ both sides are the empty matrix.

```lean
/-- Averaging any stress matrix over the hypercubic symmetry operations gives the isotropic
stress `(tr S / d) I`. -/
theorem averagedStress_eq {d : ℕ} (S : Matrix (Fin d) (Fin d) ℝ) :
    averagedStress S = (S.trace / d) • (1 : Matrix (Fin d) (Fin d) ℝ) := by
  ext i j
  have hd : (d : ℝ) ≠ 0 := Nat.cast_ne_zero.mpr i.pos.ne'
  have hfac : (d.factorial : ℝ) ≠ 0 := Nat.cast_ne_zero.mpr d.factorial_ne_zero
  have hsum : (∑ Q ∈ hypercubicOps d, Q * S * Qᵀ) i j =
      ∑ σ : Equiv.Perm (Fin d), ∑ ε : Fin d → ℤˣ,
        ((ε i : ℤ) : ℝ) * ((ε j : ℤ) : ℝ) * S (σ i) (σ j) := by
    rw [hypercubicOps, Finset.sum_map, Matrix.sum_apply, Fintype.sum_prod_type]
    exact Finset.sum_congr rfl fun σ _ => Finset.sum_congr rfl fun ε _ =>
      rotated_stress_apply (σ, ε) S i j
  rw [averagedStress, card_hypercubicOps]
  simp only [Matrix.smul_apply, smul_eq_mul]
  rw [hsum]
  by_cases hij : i = j
  · -- normal stresses: the signs square to one and the permutations produce the trace
    subst hij
    have hs : ∀ ε : Fin d → ℤˣ, ((ε i : ℤ) : ℝ) * ((ε i : ℤ) : ℝ) = 1 := by
      intro ε
      rcases Int.units_eq_one_or (ε i) with h | h <;> simp [h]
    have hin : ∑ σ : Equiv.Perm (Fin d), ∑ ε : Fin d → ℤˣ,
        ((ε i : ℤ) : ℝ) * ((ε i : ℤ) : ℝ) * S (σ i) (σ i) =
        2 ^ d * ∑ σ : Equiv.Perm (Fin d), S (σ i) (σ i) := by
      have h2 : Fintype.card ℤˣ = 2 := rfl
      rw [Finset.mul_sum]
      refine Finset.sum_congr rfl fun σ _ => ?_
      simp only [hs, one_mul]
      simp [h2]
    have hp : (d : ℝ) * ∑ σ : Equiv.Perm (Fin d), S (σ i) (σ i) =
        (d.factorial : ℝ) * S.trace := sum_perms (fun k => S k k) i
    have hA : ∑ σ : Equiv.Perm (Fin d), S (σ i) (σ i) =
        (d.factorial : ℝ) * S.trace / d := by
      rw [eq_div_iff hd]
      linarith
    rw [hin, hA, Matrix.one_apply_eq]
    push_cast
    field_simp
  · -- shear stresses: the signs cancel
    have h0 : ∑ σ : Equiv.Perm (Fin d), ∑ ε : Fin d → ℤˣ,
        ((ε i : ℤ) : ℝ) * ((ε j : ℤ) : ℝ) * S (σ i) (σ j) = 0 :=
      Finset.sum_eq_zero fun σ _ => by
        rw [← Finset.sum_mul, sum_signs_eq_zero hij, zero_mul]
    rw [h0, Matrix.one_apply_ne hij, mul_zero, mul_zero]
```

A stress unchanged by every operation equals its own average, and is therefore isotropic. Conversely, if $S=cI$, orthogonality gives $QSQ^T=c\,QQ^T=S$.

```lean
/-- A stress is unchanged by every hypercubic symmetry operation exactly when it equals
`(tr S / d) I`. -/
theorem invariant_iff_isotropic {d : ℕ} (S : Matrix (Fin d) (Fin d) ℝ) :
    (∀ Q ∈ hypercubicOps d, Q * S * Qᵀ = S) ↔
      S = (S.trace / d) • (1 : Matrix (Fin d) (Fin d) ℝ) := by
  constructor
  · intro h
    have hc : ((hypercubicOps d).card : ℝ) ≠ 0 := by
      rw [card_hypercubicOps]
      positivity
    -- an invariant stress is its own average
    have hS : averagedStress S = S := by
      rw [averagedStress, Finset.sum_congr rfl h, Finset.sum_const,
        ← Nat.cast_smul_eq_nsmul ℝ, smul_smul, inv_mul_cancel₀ hc, one_smul]
    exact hS.symm.trans (averagedStress_eq S)
  · intro h Q hQ
    rw [hypercubicOps] at hQ
    obtain ⟨g, -, rfl⟩ := Finset.mem_map.mp hQ
    generalize S.trace / (d : ℝ) = c at h
    subst h
    change signedPerm g * (c • 1) * (signedPerm g)ᵀ = c • 1
    rw [Matrix.mul_smul, mul_one, Matrix.smul_mul, signedPerm_orthogonal]
```

## Without sign changes, shear can survive

Permutations alone do not suffice. For $d=2$, take

$$S=\begin{pmatrix}1&1\\1&1\end{pmatrix}.$$

Exchanging the axes leaves $S$ unchanged, so its average over the two unsigned permutations is $S$ itself, with shear component 1, whereas $(\operatorname{tr}S/2)\,I=I$. The last theorem states the invariance of the all-ones matrix in every dimension; `(σ, 1)` is the permutation $\sigma$ with all signs positive.

```lean
/-- The stress matrix with all components equal to one is unchanged by every permutation of the
axes without sign changes. -/
theorem unsigned_permutations_keep_shear {d : ℕ} (σ : Equiv.Perm (Fin d)) :
    signedPerm (σ, 1) * (Matrix.of fun _ _ => (1 : ℝ)) * (signedPerm (σ, 1))ᵀ =
      Matrix.of fun _ _ => (1 : ℝ) := by
  ext i j
  rw [rotated_stress_apply]
  simp

end

end IsotropicStressAveraging
```

```lean
#print axioms IsotropicStressAveraging.averagedStress_eq
#print axioms IsotropicStressAveraging.invariant_iff_isotropic
#print axioms IsotropicStressAveraging.unsigned_permutations_keep_shear
```

```
'IsotropicStressAveraging.averagedStress_eq' depends on axioms: [propext, Classical.choice, Quot.sound]
'IsotropicStressAveraging.invariant_iff_isotropic' depends on axioms: [propext, Classical.choice, Quot.sound]
'IsotropicStressAveraging.unsigned_permutations_keep_shear' depends on axioms: [propext, Classical.choice, Quot.sound]
```
